# A quadratic bound on the error of the linear approximation to exponential decay

For every real x ≥ 0, the lemma states that e^(−x) differs from its first-order expansion 1 − x by at most x²/2. It is a statement of real analysis with no physical model built in; applied to a decay law e^(−Γt) with Γt ≥ 0, it bounds the error of the linear approximation 1 − Γt by (Γt)²/2. The lower half of the bound rests on the inequality 1 − x ≤ e^(−x). For the upper half, the attempt multiplies 1 + x + x²/2 ≤ e^x by e^(−x) to get e^(−x)(1 + x + x²/2) ≤ 1, and then compares this with the product (1 − x + x²/2)(1 + x + x²/2) = 1 + x⁴/4.

The failing Lean file:

```lean
import Mathlib

open MeasureTheory Filter
open scoped Real Topology

namespace AbsExpNegSubLe

noncomputable section

/-- For `x ≥ 0`, the first-order expansion of `exp (-x)` has an error of at most `x² / 2`. -/
theorem abs_exp_neg_sub_le {x : ℝ} (hx : 0 ≤ x) :
    |Real.exp (-x) - 1 + x| ≤ x ^ 2 / 2 := by
  have h1 := Real.add_one_le_exp (-x)
  have h2 := Real.quadratic_le_exp_of_nonneg hx
  have h3 : Real.exp (-x) * Real.exp x = 1 := by
    rw [← Real.exp_add, neg_add_cancel, Real.exp_zero]
  have h4 : Real.exp (-x) * (1 + x + x ^ 2 / 2) ≤ 1 := by
    rw [← h3]
    exact mul_le_mul_of_nonneg_left h2 (Real.exp_pos _).le
  have h5 : Real.exp (-x) ≤ 1 - x + x ^ 2 / 2 := by
    refine le_of_mul_le_mul_right (a := 1 + x + x ^ 2 / 2) ?_ (by positivity)
    nlinarith [sq_nonneg (x ^ 2)]
  rw [abs_le]
  constructor
  · nlinarith [sq_nonneg x]
  · linarith

end

end AbsExpNegSubLe
```

Lean reports:

```
Main.lean:19:36: error: Application type mismatch: The argument
  h2
has type
  1 + x + x ^ 2 / 2 ≤ rexp x
but is expected to have type
  rexp (-x) * rexp x + x + x ^ 2 / 2 ≤ rexp x
in the application
  mul_le_mul_of_nonneg_left h2
```

Diagnosis. The error arises in the proof of `h4`. The step `rw [← h3]` was meant to turn the 1 on the right of the inequality into `rexp (-x) * rexp x`. But `rw` replaces every instance of the pattern, so it also replaced the 1 inside `1 + x + x ^ 2 / 2`. The goal then called for `rexp (-x) * rexp x + x + x ^ 2 / 2 ≤ rexp x`, whereas `h2` still has a plain 1 in that place, hence the type mismatch.

The repair first multiplies `h2` by `rexp (-x)`, giving an inequality `h` whose right side is `rexp (-x) * rexp x`. Then `rwa [h3] at h` rewrites that product to 1, leaving the left side alone, and closes the goal with the result. The argument `-x` is now given explicitly to `Real.exp_pos` because `h` is stated without a type from which Lean could infer the multiplier.

This version goes through:

```diff
@@ -16,6 +16,6 @@
     rw [← Real.exp_add, neg_add_cancel, Real.exp_zero]
   have h4 : Real.exp (-x) * (1 + x + x ^ 2 / 2) ≤ 1 := by
-    rw [← h3]
-    exact mul_le_mul_of_nonneg_left h2 (Real.exp_pos _).le
+    have h := mul_le_mul_of_nonneg_left h2 (Real.exp_pos (-x)).le
+    rwa [h3] at h
   have h5 : Real.exp (-x) ≤ 1 - x + x ^ 2 / 2 := by
     refine le_of_mul_le_mul_right (a := 1 + x + x ^ 2 / 2) ?_ (by positivity)
```
